# The determinant of f_min(i,j) g_max(i,j) as a product over neighbouring sites

A point source at position y on a line produces a response at position x. For the operator −d²/dx² + V(x) − E, that response is the Green function

G(x, y) = u(min(x, y)) v(max(x, y)) / W,

where u solves the homogeneous equation with the boundary condition on the left, v solves it with the condition on the right, and W = u′v − uv′ is their Wronskian. It does not depend on position, and it is assumed to be nonzero, which means that no nonzero solution meets both boundary conditions. Sampling G at n+1 ordered points x_0 ≤ x_1 ≤ … ≤ x_n gives a matrix, and the problem is to find its determinant.

Two conventions hold below. Sites are numbered from 0, so n+1 sites carry the labels 0, …, n. The factor 1/W is left out of the kernel, so the determinant of the sampled G itself is the value given here divided by W^(n+1).

With f_i = u(x_i) and g_i = v(x_i), the matrix entries become f_min(i,j) g_max(i,j), and only algebra remains.

## Matrices and kernel

```lean
import Mathlib

open Finset

namespace GreenFunctionDeterminant

variable {R : Type*} [CommRing R]
```

The letter `R` stands for any commutative ring: the real numbers, the complex numbers, or polynomials in an energy variable, for example. Nothing in the general formula requires division.

```lean
/-- The `n` by `n` matrix with entries `f_min(i,j) g_max(i,j)`. -/
def greenMatrix (f g : ℕ → R) (n : ℕ) : Matrix (Fin n) (Fin n) R :=
  Matrix.of fun i j => f (min (i : ℕ) (j : ℕ)) * g (max (i : ℕ) (j : ℕ))
```

Here `f g : ℕ → R` are two sequences of ring elements, and `Fin n` is the type of the labels 0, …, n−1. The expression `Matrix.of fun i j => ...` builds a matrix from a rule for its entries. For three sites the result is

f_0 g_0   f_0 g_1   f_0 g_2
f_0 g_1   f_1 g_1   f_1 g_2
f_0 g_2   f_1 g_2   f_2 g_2

In this definition `n` is the size of the matrix. The theorems use `greenMatrix f g (n + 1)`, so there n is the label of the last site and at least one site is present.

```lean
/-- The matrix `f_min(i,j) g_max(i,j)` on `n + 1` sites, with its first row
replaced by `g_j`. -/
def borderedMatrix (f g : ℕ → R) (n : ℕ) : Matrix (Fin (n + 1)) (Fin (n + 1)) R :=
  Matrix.of fun i j =>
    if i = 0 then g (j : ℕ) else f (min (i : ℕ) (j : ℕ)) * g (max (i : ℕ) (j : ℕ))
```

This auxiliary matrix has size n+1 and differs from the previous one only in its first row, which is g_0, g_1, …, g_n without the factor f_0. In textbooks a bordered matrix usually has an extra row and column added; here a row is replaced and the size stays the same.

```lean
/-- The kernel `u(x_<) v(x_>)`, where `x_<` and `x_>` are the smaller and the larger
of the two positions. -/
def greenKernel (u v : ℝ → R) (x y : ℝ) : R := u (min x y) * v (max x y)
```

This is the continuum kernel without 1/W. The functions `u` and `v` are arbitrary functions of a real position. That they solve a differential equation with given boundary conditions is the step from this model to a physical Green function, and it has to be supplied separately for each system.

## Removing one site at a time

```lean
/-- The factor `f_0` common to the first row comes out of the determinant. -/
theorem det_greenMatrix_eq_bordered (f g : ℕ → R) (n : ℕ) :
    (greenMatrix f g (n + 1)).det = f 0 * (borderedMatrix f g n).det := by
  have h : greenMatrix f g (n + 1) =
      (borderedMatrix f g n).updateRow 0 (f 0 • borderedMatrix f g n 0) := by
    ext i j
    by_cases hi : i = 0
    · subst hi
      simp [greenMatrix, borderedMatrix]
    · simp [greenMatrix, borderedMatrix, hi]
  rw [h, Matrix.det_updateRow_smul, Matrix.updateRow_eq_self]
```

In the first row i = 0, so min(0, j) = 0 and max(0, j) = j. Every entry is f_0 g_j, and the common factor comes out:

det(Green matrix) = f_0 · det(bordered matrix).

The intermediate statement `h` says that the Green matrix is the bordered matrix with row 0 multiplied by f_0. It is checked entry by entry, with the first row treated separately from the others. The final line then uses the linearity of the determinant in a single row.

```lean
/-- Removing the first site from the bordered matrix costs the factor
`f_1 g_0 - f_0 g_1` and shifts both sequences by one site. -/
theorem det_bordered_succ (f g : ℕ → R) (n : ℕ) :
    (borderedMatrix f g (n + 1)).det = (f 1 * g 0 - f 0 * g 1) *
      (borderedMatrix (fun k => f (k + 1)) (fun k => g (k + 1)) n).det := by
  have h10 : (1 : Fin (n + 2)) ≠ 0 := by simp
  -- subtracting `f_1` times the first row leaves one entry in the second row
  have hrow : borderedMatrix f g (n + 1) 1 + (-f 1) • borderedMatrix f g (n + 1) 0 =
      Pi.single 0 (f 0 * g 1 - f 1 * g 0) := by
    ext j
    refine Fin.cases ?_ (fun k => ?_) j
    · simp [borderedMatrix, sub_eq_add_neg]
    · simp [borderedMatrix]
  -- the minor of that entry is the bordered matrix of the shifted sequences
  have hsub : ((borderedMatrix f g (n + 1)).updateRow 1
      (Pi.single 0 (f 0 * g 1 - f 1 * g 0))).submatrix
        (Fin.succAbove 1) (Fin.succAbove 0) =
      borderedMatrix (fun k => f (k + 1)) (fun k => g (k + 1)) n := by
    ext i j
    rw [Matrix.submatrix_apply]
    refine Fin.cases ?_ (fun k => ?_) i
    · rw [Fin.one_succAbove_zero, Fin.succAbove_zero, Matrix.updateRow_ne h10.symm]
      simp [borderedMatrix]
    · have hk : k.succ.succ ≠ (1 : Fin (n + 2)) := by simp [Fin.ext_iff]
      have h1 : min ((k : ℕ) + 1 + 1) ((j : ℕ) + 1) = min ((k : ℕ) + 1) (j : ℕ) + 1 := by
        omega
      have h2 : max ((k : ℕ) + 1 + 1) ((j : ℕ) + 1) = max ((k : ℕ) + 1) (j : ℕ) + 1 := by
        omega
      rw [Fin.one_succAbove_succ, Fin.succAbove_zero, Matrix.updateRow_ne hk]
      simp only [borderedMatrix, Matrix.of_apply, Fin.succ_ne_zero, if_false,
        Fin.val_succ, h1, h2]
  rw [← Matrix.det_updateRow_add_smul_self (borderedMatrix f g (n + 1)) h10 (-f 1),
    hrow, Matrix.det_succ_row _ 1, Finset.sum_eq_single 0]
  · rw [hsub, Matrix.updateRow_self, Pi.single_eq_same]
    simp only [Fin.val_one, Fin.val_zero]
    ring
  · intro j _ hj
    rw [Matrix.updateRow_self, Pi.single_eq_of_ne hj]
    ring
  · intro h
    exact absurd (Finset.mem_univ _) h
```

This is the central step. Take the bordered matrix on n+2 sites. Its first two rows are

row 0:  g_0,  g_1,  g_2, …
row 1:  f_0 g_1,  f_1 g_1,  f_1 g_2, …

Subtracting f_1 times row 0 from row 1 leaves the determinant unchanged and turns row 1 into

f_0 g_1 − f_1 g_0,  0,  0, …

Expand along this row. The surviving entry sits in row 1, column 0, so its cofactor carries a minus sign, and the prefactor is

−(f_0 g_1 − f_1 g_0) = f_1 g_0 − f_0 g_1.

The minor is obtained by deleting row 1 and column 0. Its first row is g_1, g_2, …. For i ≥ 1, its entry in row i and column j comes from row i+1 and column j+1 of the old matrix:

f_min(i+1, j+1) g_max(i+1, j+1) = f_(min(i,j)+1) g_(max(i,j)+1).

The minor is therefore again a bordered matrix, now built from the shifted sequences f_(k+1) and g_(k+1).

The Lean proof has the same parts. `hrow` records the second row after the subtraction, where `Pi.single 0 a` is the row with `a` in column 0 and zeros elsewhere. `hsub` identifies the minor; `Fin.succAbove 1` lists the row labels while skipping 1, and `omega` settles the integer identities for the minimum and maximum. `Matrix.det_succ_row` is the cofactor expansion, and `Finset.sum_eq_single 0` keeps its only nonzero term.

```lean
/-- The bordered matrix has determinant `g_n ∏ (f_(i+1) g_i - f_i g_(i+1))`. -/
theorem det_bordered (f g : ℕ → R) (n : ℕ) :
    (borderedMatrix f g n).det =
      g n * ∏ i ∈ range n, (f (i + 1) * g i - f i * g (i + 1)) := by
  induction n generalizing f g with
  | zero => simp [borderedMatrix]
  | succ n ih =>
    rw [det_bordered_succ, ih, Finset.prod_range_succ']
    simp only [zero_add]
    ring
```

Write D_n(f, g) for the determinant of the bordered matrix on n+1 sites. The claim is

D_n(f, g) = g_n ∏_{i<n} (f_(i+1) g_i − f_i g_(i+1)).

For n = 0 the matrix has the single entry g_0 and the product is empty, hence equal to 1. For the step from n to n+1, the previous result and the induction hypothesis for the shifted sequences give

D_(n+1)(f, g) = (f_1 g_0 − f_0 g_1) · g_(n+1) ∏_{i<n} (f_(i+2) g_(i+1) − f_(i+1) g_(i+2)).

The factor in front is the missing term of the product, the one for the first pair of sites, so the formula holds for n+1. Because the hypothesis is applied to shifted sequences, the induction has to run over all f and g at once, which is what `generalizing f g` arranges. In Lean, `range n` is the set 0, …, n−1, and `Finset.prod_range_succ'` splits off the first factor.

```lean
/-- On `n + 1` sites the matrix `f_min(i,j) g_max(i,j)` has determinant
`f_0 g_n ∏ (f_(i+1) g_i - f_i g_(i+1))`, the product running over neighbouring sites. -/
theorem det_greenMatrix (f g : ℕ → R) (n : ℕ) :
    (greenMatrix f g (n + 1)).det =
      f 0 * g n * ∏ i ∈ range n, (f (i + 1) * g i - f i * g (i + 1)) := by
  rw [det_greenMatrix_eq_bordered, det_bordered, mul_assoc]
```

Combining the two results gives the main formula:

det = f_0 g_n ∏_{i<n} (f_(i+1) g_i − f_i g_(i+1)).

For two sites it can be compared with the direct expansion:

f_0 g_0 f_1 g_1 − f_0² g_1² = f_0 g_1 (f_1 g_0 − f_0 g_1).

Each factor in the product is a discrete relative of the Wronskian. For smooth u and v and two points a small distance d apart, u(x+d)v(x) − u(x)v(x+d) equals W d to first order in d.

```lean
/-- In a ring without zero divisors, the determinant is nonzero exactly when `f_0` and `g_n`
are nonzero and `f_(i+1) g_i` differs from `f_i g_(i+1)` for every pair of neighbours. -/
theorem det_greenMatrix_ne_zero_iff [IsDomain R] (f g : ℕ → R) (n : ℕ) :
    (greenMatrix f g (n + 1)).det ≠ 0 ↔
      f 0 ≠ 0 ∧ g n ≠ 0 ∧ ∀ i < n, f (i + 1) * g i ≠ f i * g (i + 1) := by
  rw [det_greenMatrix, mul_ne_zero_iff, mul_ne_zero_iff, Finset.prod_ne_zero_iff, and_assoc]
  simp only [Finset.mem_range, sub_ne_zero]
```

The assumption `[IsDomain R]` says that R is not the zero ring and that a product of nonzero elements is nonzero, as for real or complex numbers. The determinant is then nonzero exactly when all its factors are: f_0 ≠ 0, g_n ≠ 0, and f_(i+1) g_i ≠ f_i g_(i+1) for each pair of neighbours. For real or complex entries this decides whether the matrix can be inverted. With a single site there are no pairs, and only f_0 and g_0 matter.

## Sampling at ordered points

```lean
/-- The kernel `u(x_<) v(x_>)` sampled at ordered points `x_0 ≤ ... ≤ x_n` has a determinant
that factorises over neighbouring points. -/
theorem det_greenKernel (u v : ℝ → R) (x : ℕ → ℝ) (hx : Monotone x) (n : ℕ) :
    (Matrix.of fun i j : Fin (n + 1) => greenKernel u v (x i) (x j)).det =
      u (x 0) * v (x n) *
        ∏ i ∈ range n, (u (x (i + 1)) * v (x i) - u (x i) * v (x (i + 1))) := by
  have h : (Matrix.of fun i j : Fin (n + 1) => greenKernel u v (x i) (x j)) =
      greenMatrix (fun k => u (x k)) (fun k => v (x k)) (n + 1) := by
    ext i j
    simp only [greenKernel, greenMatrix, Matrix.of_apply, hx.map_min, hx.map_max]
  rw [h, det_greenMatrix]
```

The hypothesis `hx : Monotone x` says that the positions never decrease with the label. Coincident points are allowed; they make two neighbouring rows equal, and the corresponding factor vanishes. Lean takes `x` to be an infinite sequence, but only x_0, …, x_n enter the result, and a finite ordered list can be continued by repeating its last point.

By hand, the ordering gives

min(x_i, x_j) = x_min(i,j),   max(x_i, x_j) = x_max(i,j).

The sampled kernel is thus a Green matrix with f_k = u(x_k) and g_k = v(x_k). The lemmas `hx.map_min` and `hx.map_max` are these two identities, and the main formula finishes the proof.

## Decaying and outgoing waves

```lean
/-- For complex `κ` and ordered points, the matrix `exp(-κ |x_i - x_j|)` has determinant
`∏ (1 - exp(-2κ (x_(i+1) - x_i)))`. -/
theorem det_exponential_kernel (κ : ℂ) (x : ℕ → ℝ) (hx : Monotone x) (n : ℕ) :
    (Matrix.of fun i j : Fin (n + 1) => Complex.exp (-κ * (|x i - x j| : ℝ))).det =
      ∏ i ∈ range n, (1 - Complex.exp (-2 * κ * (x (i + 1) - x i))) := by
  -- the exponential splits into the solutions `exp(κt)` and `exp(-κt)`
  have h : (Matrix.of fun i j : Fin (n + 1) => Complex.exp (-κ * (|x i - x j| : ℝ))) =
      Matrix.of fun i j : Fin (n + 1) => greenKernel
        (fun t : ℝ => Complex.exp (κ * t)) (fun t : ℝ => Complex.exp (-κ * t))
        (x i) (x j) := by
    ext i j
    simp only [Matrix.of_apply, greenKernel]
    rw [← Complex.exp_add, ← max_sub_min_eq_abs, Complex.ofReal_sub,
      max_comm (x j) (x i), min_comm (x j) (x i)]
    congr 1
    ring
  rw [h, det_greenKernel _ _ x hx]
  clear h
  induction n with
  | zero =>
    rw [Finset.prod_range_zero, Finset.prod_range_zero, mul_one, ← Complex.exp_add]
    simp
  | succ n ih =>
    -- the factor `exp(-κx)` moves back by one point
    have hs : Complex.exp (-κ * x (n + 1)) *
        (Complex.exp (κ * x (n + 1)) * Complex.exp (-κ * x n) -
          Complex.exp (κ * x n) * Complex.exp (-κ * x (n + 1))) =
        Complex.exp (-κ * x n) *
          (1 - Complex.exp (-2 * κ * (x (n + 1) - x n))) := by
      simp only [mul_sub, mul_one, ← Complex.exp_add]
      congr 2 <;> ring
    rw [Finset.prod_range_succ, Finset.prod_range_succ, ← ih]
    linear_combination (Complex.exp (κ * x 0) * ∏ i ∈ range n,
      (Complex.exp (κ * x (i + 1)) * Complex.exp (-κ * x i) -
        Complex.exp (κ * x i) * Complex.exp (-κ * x (i + 1)))) * hs
```

The constant κ is any complex number. A positive κ describes exponential decay, while κ = −ik with k > 0 describes outgoing waves exp(ik|x − y|) of wave number k. In ik the letter i is the imaginary unit; as a subscript or a product index it labels a site. For κ ≠ 0 the Wronskian is W = 2κ, so the determinant of the sampled exp(−κ|x − y|)/(2κ) is the stated product divided by (2κ)^(n+1).

For the derivation, split the exponential into the two solutions u(t) = exp(κt) and v(t) = exp(−κt), which grow and decay when κ is positive:

exp(−κ|x − y|) = exp(κ min(x, y)) exp(−κ max(x, y)).

With d_i = x_(i+1) − x_i, the previous theorem gives

det = exp(−κ(x_n − x_0)) ∏_{i<n} (exp(κd_i) − exp(−κd_i)).

Each factor equals exp(κd_i)(1 − exp(−2κd_i)). The distances add up to x_n − x_0, so the factors exp(κd_i) cancel the prefactor, leaving

det = ∏_{i<n} (1 − exp(−2κd_i)).

Lean carries out this cancellation by induction on n. The identity `hs` treats the last gap, moving the factor exp(−κx) from x = x_(n+1) back to x = x_n, and `linear_combination` multiplies it by the remaining factors.

The determinant appears in the scattering of a single, non-interacting particle in one dimension by impenetrable points. Let a wave exp(ikx) arrive from the left, and write

ψ(x) = exp(ikx) + Σ_j c_j exp(ik|x − x_j|).

Requiring ψ(x_i) = 0 at every point gives linear equations for the amplitudes c_j, with coefficient matrix exp(ik|x_i − x_j|). For two points a distance d > 0 apart they read

c_0 + exp(ikd) c_1 = −exp(ikx_0)
exp(ikd) c_0 + c_1 = −exp(ikx_0) exp(ikd)

and the determinant is 1 − exp(2ikd). When it is nonzero, the solution is c_0 = −exp(ikx_0) and c_1 = 0: the first point reflects the whole wave, and the second receives nothing. The determinant vanishes when kd is a multiple of π. At those wave numbers a standing wave fits between the two points and can be added with any amplitude, so the c_j are no longer unique.

## A box with two walls

```lean
/-- For ordered points, the kernel `x_< (L - x_>)` of a box with walls at `0` and `L` has
determinant `L^n x_0 (L - x_n) ∏ (x_(i+1) - x_i)`. -/
theorem det_box_kernel (L : ℝ) (x : ℕ → ℝ) (hx : Monotone x) (n : ℕ) :
    (Matrix.of fun i j : Fin (n + 1) =>
      greenKernel (fun t => t) (fun t => L - t) (x i) (x j)).det =
      L ^ n * (x 0 * (L - x n)) * ∏ i ∈ range n, (x (i + 1) - x i) := by
  have hp : ∏ i ∈ range n, (x (i + 1) * (L - x i) - x i * (L - x (i + 1))) =
      L ^ n * ∏ i ∈ range n, (x (i + 1) - x i) := by
    calc _ = ∏ i ∈ range n, (L * (x (i + 1) - x i)) :=
          Finset.prod_congr rfl fun i _ => by ring
      _ = _ := by rw [Finset.prod_mul_distrib, Finset.prod_const, Finset.card_range]
  rw [det_greenKernel _ _ x hx, hp]
  ring

end GreenFunctionDeterminant
```

For a free particle at zero energy between walls at 0 and L, the left solution is u(t) = t and the right solution is v(t) = L − t. Each neighbouring factor simplifies to

x_(i+1)(L − x_i) − x_i(L − x_(i+1)) = L(x_(i+1) − x_i).

The n factors of L combine to L^n, which is the content of `hp`. The end factors are u(x_0) = x_0 and v(x_n) = L − x_n, so

det = L^n x_0 (L − x_n) ∏_{i<n} (x_(i+1) − x_i).

The theorem holds for any real L and any ordered points; the physical box has L > 0 and all points between the walls. There W = L, and the normalised Green function min(x, y)(L − max(x, y))/L has the sampled determinant

x_0 (L − x_n) ∏_{i<n} (x_(i+1) − x_i) / L.

This is the product of all the gaps, including those to the two walls, divided by the length of the box. It is positive when the points are distinct and lie strictly inside.

```lean
#print axioms GreenFunctionDeterminant.det_greenMatrix
#print axioms GreenFunctionDeterminant.det_greenMatrix_ne_zero_iff
#print axioms GreenFunctionDeterminant.det_exponential_kernel
#print axioms GreenFunctionDeterminant.det_box_kernel
```

```
'GreenFunctionDeterminant.det_greenMatrix' depends on axioms: [propext, Classical.choice, Quot.sound]
'GreenFunctionDeterminant.det_greenMatrix_ne_zero_iff' depends on axioms: [propext, Classical.choice, Quot.sound]
'GreenFunctionDeterminant.det_exponential_kernel' depends on axioms: [propext, Classical.choice, Quot.sound]
'GreenFunctionDeterminant.det_box_kernel' depends on axioms: [propext, Classical.choice, Quot.sound]
```
